# Shape of the BCS pair occupation $v^2(\xi)$ at constant gap

A formal statement about the coherence factor $v^2$ has to decide what kind of object it is. In the mean-field theory of pairing, $v_k^2$ is the probability that the pair of states $(k\uparrow, -k\downarrow)$ is occupied in the ground state. It is attached to a discrete label $k$, and it comes out of a variational calculation or of the diagonalisation of a $2\times 2$ Bogoliubov block with diagonal entries $\pm\xi_k$ and off-diagonal entries $\Delta_k$. Here none of that structure is kept. The band energy $\xi$, measured from the chemical potential, is a real variable that runs over the whole line, with no band edge and no cutoff. The gap $\Delta$ is a single real number that does not depend on $\xi$. The occupation is defined by its closed formula. BCS theory also contains the derivation of that formula from the pairing Hamiltonian, the gap equation that fixes $\Delta$, and the extension to finite temperature, and the theorems below contain none of these.

What remains is a one-parameter family of real functions, and the result describes how, in this constant-gap, zero-temperature form, pairing replaces the sharp step of a filled Fermi sea by a smooth one: for $\Delta>0$ it is strictly decreasing, obeys $v^2(\xi)+v^2(-\xi)=1$, tends to 1 far below the chemical potential and to 0 far above it, and has slope $-1/(2\Delta)$ at the centre. Limits are written with filters: `atTop` and `atBot` stand for $\xi\to+\infty$ and $\xi\to-\infty$, and `𝓝 a` for approach to the value $a$.

```lean
import Mathlib

open Filter Topology

namespace BCSCoherenceFactors

noncomputable section
```

## The two definitions

The quasiparticle energy is
$$E(\xi) = \sqrt{\xi^2 + \Delta^2}.$$
Both arguments are real numbers in the same unit of energy. The gap comes first in `qpEnergy Δ ξ`, so that `qpEnergy Δ` is the function of $\xi$ at fixed gap, which is the object that gets differentiated. `Real.sqrt` is the non-negative root, which selects the positive-energy branch of the pair $\pm E$.

```lean
/-- Quasiparticle energy `E = √(ξ² + Δ²)` for band energy `ξ` (measured from the chemical
potential) and gap `Δ`. -/
def qpEnergy (Δ ξ : ℝ) : ℝ := Real.sqrt (ξ ^ 2 + Δ ^ 2)
```

The occupation is
$$n(\xi) = v^2 = \frac12\left(1 - \frac{\xi}{E(\xi)}\right).$$
It is dimensionless and counts one spin state, so a level and its time-reversed partner together hold $2n$ particles on average. The other coherence factor is $u^2 = 1 - n$. The amplitudes $u$ and $v$ themselves, with their signs or phases, are not defined; only $v^2$ is.

```lean
/-- BCS pair occupation `n(ξ) = v² = (1 - ξ / E) / 2`. -/
def occupation (Δ ξ : ℝ) : ℝ := (1 - ξ / qpEnergy Δ ξ) / 2
```

## The energy exceeds $|\xi|$

The radicand $\xi^2+\Delta^2$ is a sum of squares, so squaring the root gives it back:
$$E^2 = \xi^2 + \Delta^2 .$$
This holds for every $\Delta$, zero included. `Real.sq_sqrt` needs the radicand to be non-negative, and `positivity` supplies that.

```lean
/-- The quasiparticle energy satisfies `E² = ξ² + Δ²`. -/
theorem qpEnergy_sq (Δ ξ : ℝ) : qpEnergy Δ ξ ^ 2 = ξ ^ 2 + Δ ^ 2 :=
  Real.sq_sqrt (by positivity)
```

Now let $\Delta\neq 0$. Then $|\xi| < E$. Suppose instead that $E\le|\xi|$. Both $|\xi| - E$ and $|\xi|+E$ are then non-negative, so
$$0 \le (|\xi|-E)(|\xi|+E) = \xi^2 - E^2 = -\Delta^2,$$
which contradicts $\Delta^2>0$. Since $|\xi|\ge 0$, the inequality also gives $E>0$ for all $\xi$, so every division by $E$ below is a division by a positive number.

```lean
/-- For a nonzero gap the quasiparticle energy strictly exceeds `|ξ|`. -/
theorem abs_lt_qpEnergy {Δ : ℝ} (hΔ : Δ ≠ 0) (ξ : ℝ) : |ξ| < qpEnergy Δ ξ := by
  have h1 := qpEnergy_sq Δ ξ
  have h2 : 0 ≤ qpEnergy Δ ξ := Real.sqrt_nonneg _
  have h3 : 0 < Δ ^ 2 := by positivity
  have h4 : |ξ| ^ 2 = ξ ^ 2 := sq_abs ξ
  by_contra h
  have h5 := not_lt.mp h
  nlinarith [mul_nonneg (sub_nonneg.mpr h5) (add_nonneg (abs_nonneg ξ) h2)]
```

The proof is the same contradiction. After `by_contra`, `h5` is the assumption $E\le|\xi|$, the term handed to `nlinarith` is the non-negativity of the product $(|\xi|-E)(|\xi|+E)$, and the rest is linear in `h1`, `h3` and `h4`. The hypothesis is `Δ ≠ 0` and not positivity, because $E$ and $n$ depend on the gap only through $\Delta^2$. The sign of $\Delta$ matters in the statements below that contain $\Delta$ itself and not just $\Delta^2$, namely the central slope $-1/(2\Delta)$ and the comparison of the other slopes with it.

## Derivatives

The inner function $g(\xi)=\xi^2+\Delta^2$ has $g'=2\xi$ and is nowhere zero, so the chain rule through the square root applies at every point:
$$E'(\xi) = \frac{g'(\xi)}{2\sqrt{g(\xi)}} = \frac{2\xi}{2E} = \frac{\xi}{E}.$$
The statement `HasDerivAt f d x` says that $f$ is differentiable at $x$ and that its derivative there equals $d$.

```lean
/-- For a nonzero gap the quasiparticle energy has derivative `dE/dξ = ξ / E`. -/
theorem hasDerivAt_qpEnergy {Δ : ℝ} (hΔ : Δ ≠ 0) (ξ : ℝ) :
    HasDerivAt (qpEnergy Δ) (ξ / qpEnergy Δ ξ) ξ := by
  have h1 : HasDerivAt (fun x : ℝ => x ^ 2 + Δ ^ 2) (2 * ξ) ξ :=
    ((hasDerivAt_pow 2 ξ).add_const (Δ ^ 2)).congr_deriv (by norm_num)
  have hne : ξ ^ 2 + Δ ^ 2 ≠ 0 := by positivity
  -- chain rule through the square root
  have h2 : HasDerivAt (qpEnergy Δ) (2 * ξ / (2 * qpEnergy Δ ξ)) ξ := h1.sqrt hne
  exact h2.congr_deriv (by ring)
```

Here `h1` is $g'=2\xi$, `hne` is $g\neq0$, `h1.sqrt hne` is the chain rule, and the last line cancels the factor 2.

The quotient rule applied to $\xi/E$ gives
$$\frac{d}{d\xi}\,\frac{\xi}{E} = \frac{1\cdot E - \xi\cdot(\xi/E)}{E^2} = \frac{E^2-\xi^2}{E^3} = \frac{\Delta^2}{E^3},$$
where the second step multiplies numerator and denominator by $E$ and the third uses $E^2-\xi^2=\Delta^2$. Subtracting from 1 and halving,
$$n'(\xi) = -\frac{\Delta^2}{2E^3}.$$

```lean
/-- For a nonzero gap the occupation has derivative `dn/dξ = -Δ² / (2 E³)`. -/
theorem hasDerivAt_occupation {Δ : ℝ} (hΔ : Δ ≠ 0) (ξ : ℝ) :
    HasDerivAt (occupation Δ) (-(Δ ^ 2 / (2 * qpEnergy Δ ξ ^ 3))) ξ := by
  have hE : 0 < qpEnergy Δ ξ := lt_of_le_of_lt (abs_nonneg ξ) (abs_lt_qpEnergy hΔ ξ)
  -- quotient rule for ξ / E
  have h1 : HasDerivAt (fun x : ℝ => x / qpEnergy Δ x)
      ((1 * qpEnergy Δ ξ - ξ * (ξ / qpEnergy Δ ξ)) / qpEnergy Δ ξ ^ 2) ξ :=
    (hasDerivAt_id' ξ).fun_div (hasDerivAt_qpEnergy hΔ ξ) hE.ne'
  have h2 : HasDerivAt (occupation Δ)
      (-((1 * qpEnergy Δ ξ - ξ * (ξ / qpEnergy Δ ξ)) / qpEnergy Δ ξ ^ 2) / 2) ξ :=
    (h1.const_sub 1).div_const 2
  have key : ∀ E : ℝ, E ≠ 0 →
      -((1 * E - ξ * (ξ / E)) / E ^ 2) / 2 = -((E ^ 2 - ξ ^ 2) / (2 * E ^ 3)) := by
    intro E hE0
    field_simp
  -- eliminate E² - ξ² in favour of Δ²
  have hs : qpEnergy Δ ξ ^ 2 - ξ ^ 2 = Δ ^ 2 := by linarith [qpEnergy_sq Δ ξ]
  refine h2.congr_deriv ?_
  rw [key _ hE.ne', hs]
```

The three equalities appear in order. `h1` is the unsimplified quotient rule, and `h2` carries it through the subtraction from 1 and the division by 2. The auxiliary identity `key` is the middle step, stated for an arbitrary non-zero number `E`, so that clearing denominators treats the energy as a plain variable and does not look inside the square root. `hs` replaces $E^2-\xi^2$ by $\Delta^2$.

## Strict decrease

Since $\Delta^2>0$ and $E>0$, the derivative is negative at every real $\xi$. For $a<b$ the mean value theorem gives a point $c$ between them with $n(b)-n(a) = n'(c)\,(b-a) < 0$. `StrictAnti (occupation Δ)` says exactly this: $a<b$ implies $n(b)<n(a)$, for all real $a$ and $b$.

```lean
/-- For a nonzero gap the occupation is strictly decreasing in the band energy. -/
theorem occupation_strictAnti {Δ : ℝ} (hΔ : Δ ≠ 0) : StrictAnti (occupation Δ) := by
  refine strictAnti_of_deriv_neg fun ξ => ?_
  have hE : 0 < qpEnergy Δ ξ := lt_of_le_of_lt (abs_nonneg ξ) (abs_lt_qpEnergy hΔ ξ)
  have hpos : 0 < Δ ^ 2 / (2 * qpEnergy Δ ξ ^ 3) := by positivity
  rw [(hasDerivAt_occupation hΔ ξ).deriv]
  linarith
```

The mean value argument is contained in `strictAnti_of_deriv_neg`, which reduces the goal to a negative derivative at each point. The rewrite inserts the formula for $n'$, and `hpos` is the positivity of $\Delta^2/(2E^3)$.

## Bounds and particle-hole symmetry

From $-E<\xi<E$ and $E>0$, division by $E$ gives $-1<\xi/E<1$. Hence $0<1-\xi/E<2$ and
$$0<n(\xi)<1 .$$
No state is completely full or completely empty. The energy is even, $E(-\xi)=E(\xi)$, because only $\xi^2$ enters, and therefore
$$n(\xi)+n(-\xi) = \frac12\left(1-\frac{\xi}{E}\right)+\frac12\left(1+\frac{\xi}{E}\right) = 1 .$$
The occupation of a state at distance $\xi$ above the chemical potential equals the vacancy $1-n(-\xi)$ of a state at the same distance below. In terms of coherence factors, $v^2(-\xi)=u^2(\xi)$.

```lean
/-- For a nonzero gap the occupation lies strictly between 0 and 1 and obeys the
particle-hole symmetry `n(ξ) + n(-ξ) = 1`. -/
theorem occupation_bounds_and_symmetry {Δ : ℝ} (hΔ : Δ ≠ 0) (ξ : ℝ) :
    0 < occupation Δ ξ ∧ occupation Δ ξ < 1 ∧ occupation Δ ξ + occupation Δ (-ξ) = 1 := by
  have hE : 0 < qpEnergy Δ ξ := lt_of_le_of_lt (abs_nonneg ξ) (abs_lt_qpEnergy hΔ ξ)
  obtain ⟨h1, h2⟩ := abs_lt.mp (abs_lt_qpEnergy hΔ ξ)
  have h3 : ξ / qpEnergy Δ ξ < 1 := (div_lt_one hE).mpr h2
  have h4 : -1 < ξ / qpEnergy Δ ξ := (lt_div_iff₀ hE).mpr (by linarith)
  -- the quasiparticle energy is even in ξ
  have heven : qpEnergy Δ (-ξ) = qpEnergy Δ ξ := by
    unfold qpEnergy
    rw [neg_sq]
  unfold occupation
  refine ⟨by linarith, by linarith, ?_⟩
  rw [heven]
  ring
```

The two halves of $|\xi|<E$ are `h1` and `h2`, the two bounds on $\xi/E$ are `h3` and `h4`, and the bounds on $n$ follow linearly. For the symmetry, `heven` brings both terms to the same denominator and `ring` adds them. The symmetry is a property of the function $n$ alone. It says nothing about particle numbers above and below the chemical potential, which would also involve the density of states.

## The product of the coherence factors

With $1-n = \tfrac12(1+\xi/E)$,
$$n(1-n) = \frac14\left(1-\frac{\xi}{E}\right)\left(1+\frac{\xi}{E}\right) = \frac14\left(1-\frac{\xi^2}{E^2}\right) = \frac{E^2-\xi^2}{4E^2} = \frac{\Delta^2}{4E^2}.$$
This is $u^2v^2$, the square of the pair amplitude $uv$. The theorem fixes that square and leaves the sign of $uv$ undetermined.

```lean
/-- For a nonzero gap the product of coherence factors is `n (1 - n) = Δ² / (4 E²)`. -/
theorem coherence_product {Δ : ℝ} (hΔ : Δ ≠ 0) (ξ : ℝ) :
    occupation Δ ξ * (1 - occupation Δ ξ) = Δ ^ 2 / (4 * qpEnergy Δ ξ ^ 2) := by
  have hE : 0 < qpEnergy Δ ξ := lt_of_le_of_lt (abs_nonneg ξ) (abs_lt_qpEnergy hΔ ξ)
  have key : ∀ E : ℝ, E ≠ 0 →
      (1 - ξ / E) / 2 * (1 - (1 - ξ / E) / 2) = (E ^ 2 - ξ ^ 2) / (4 * E ^ 2) := by
    intro E hE0
    field_simp
    ring
  have hs : qpEnergy Δ ξ ^ 2 - ξ ^ 2 = Δ ^ 2 := by linarith [qpEnergy_sq Δ ξ]
  unfold occupation
  rw [key _ hE.ne', hs]
```

The pattern is the one used for the derivative: `key` is the algebra up to $(E^2-\xi^2)/(4E^2)$ for a general non-zero `E`, and `hs` brings in the gap.

## The tail above the chemical potential

For $\xi>0$ the occupation is confined between two explicit rational functions,
$$\frac{\Delta^2}{4(\xi^2+\Delta^2)} < n(\xi) < \frac{\Delta^2}{4\xi^2}.$$

The lower bound comes from the product. Since $n>0$, $n(1-n) = n-n^2<n$, and the left side equals $\Delta^2/(4E^2)=\Delta^2/(4(\xi^2+\Delta^2))$. This half makes no use of the sign of $\xi$.

For the upper bound, write $n=(E-\xi)/(2E)$ and $\Delta^2=E^2-\xi^2$. The claim becomes
$$\frac{E-\xi}{2E}<\frac{E^2-\xi^2}{4\xi^2}.$$
Both denominators are positive, so it is equivalent to $4\xi^2(E-\xi)<2E(E^2-\xi^2)$. The difference of the two sides factorises:
$$2E(E-\xi)(E+\xi)-4\xi^2(E-\xi) = 2(E-\xi)\left(E^2+E\xi-2\xi^2\right) = 2(E-\xi)^2(E+2\xi).$$
The last expression is positive because $E>\xi$ and, for $\xi>0$, $E+2\xi>0$.

```lean
/-- For a nonzero gap and `ξ > 0` the occupation lies strictly between
`Δ² / (4 (ξ² + Δ²))` and `Δ² / (4 ξ²)`. -/
theorem occupation_tail {Δ ξ : ℝ} (hΔ : Δ ≠ 0) (hξ : 0 < ξ) :
    Δ ^ 2 / (4 * (ξ ^ 2 + Δ ^ 2)) < occupation Δ ξ ∧ occupation Δ ξ < Δ ^ 2 / (4 * ξ ^ 2) := by
  constructor
  · -- n (1 - n) < n
    have hp := coherence_product hΔ ξ
    have h0 := (occupation_bounds_and_symmetry hΔ ξ).1
    rw [qpEnergy_sq] at hp
    rw [← hp]
    nlinarith [mul_pos h0 h0]
  · have hE : 0 < qpEnergy Δ ξ := lt_of_le_of_lt (abs_nonneg ξ) (abs_lt_qpEnergy hΔ ξ)
    have hE0 : qpEnergy Δ ξ ≠ 0 := hE.ne'
    have hd : 0 < qpEnergy Δ ξ - ξ := sub_pos.mpr (abs_lt.mp (abs_lt_qpEnergy hΔ ξ)).2
    have hsum : 0 < qpEnergy Δ ξ + 2 * ξ := by positivity
    have hs : Δ ^ 2 = qpEnergy Δ ξ ^ 2 - ξ ^ 2 := by linarith [qpEnergy_sq Δ ξ]
    have e : occupation Δ ξ = (qpEnergy Δ ξ - ξ) / (2 * qpEnergy Δ ξ) := by
      unfold occupation
      field_simp
    rw [e, hs, div_lt_div_iff₀ (by positivity) (by positivity)]
    -- the difference of the two sides is 2 (E - ξ)² (E + 2ξ)
    nlinarith [mul_pos (mul_pos hd hd) hsum]
```

In the first branch `hp` is the product formula with $E^2$ replaced by $\xi^2+\Delta^2$, and the hint `mul_pos h0 h0` is $n^2>0$. In the second branch `e` is the form $(E-\xi)/(2E)$, `div_lt_div_iff₀` cross-multiplies, and the hint is the positivity of $(E-\xi)(E-\xi)(E+2\xi)$, built from `hd` and `hsum`. The positivity of $\xi$ enters in `hsum` and in the denominator $4\xi^2$. A restriction of this kind is needed: for $\xi<-|\Delta|$ the upper bound would be below $1/4$, while $n(\xi)>n(0)=1/2$.

## Limits

As $\xi\to+\infty$, $4\xi^2\to+\infty$, so $\Delta^2/(4\xi^2)\to0$. For all $\xi>0$,
$$0\le n(\xi)\le\frac{\Delta^2}{4\xi^2},$$
and therefore $n(\xi)\to 0$. For the other side, the symmetry gives $n(\xi) = 1-n(-\xi)$. As $\xi\to-\infty$ the argument $-\xi$ tends to $+\infty$, so $n(-\xi)\to0$ and $n(\xi)\to1$.

```lean
/-- For a nonzero gap the occupation tends to 0 as `ξ → +∞` and to 1 as `ξ → -∞`. -/
theorem occupation_limits {Δ : ℝ} (hΔ : Δ ≠ 0) :
    Tendsto (occupation Δ) atTop (𝓝 0) ∧ Tendsto (occupation Δ) atBot (𝓝 1) := by
  have hsq : Tendsto (fun ξ : ℝ => ξ ^ 2) atTop atTop :=
    tendsto_pow_atTop (by norm_num : (2 : ℕ) ≠ 0)
  have hden : Tendsto (fun ξ : ℝ => 4 * ξ ^ 2) atTop atTop :=
    hsq.const_mul_atTop (by norm_num)
  have hlim : Tendsto (fun ξ : ℝ => Δ ^ 2 / (4 * ξ ^ 2)) atTop (𝓝 0) :=
    tendsto_const_nhds.div_atTop hden
  -- squeeze between 0 and the tail bound
  have htop : Tendsto (occupation Δ) atTop (𝓝 0) := by
    refine tendsto_of_tendsto_of_tendsto_of_le_of_le' tendsto_const_nhds hlim ?_ ?_
    · exact Eventually.of_forall fun ξ => (occupation_bounds_and_symmetry hΔ ξ).1.le
    · filter_upwards [eventually_gt_atTop (0 : ℝ)] with ξ hξ
      exact (occupation_tail hΔ hξ).2.le
  refine ⟨htop, ?_⟩
  -- particle-hole symmetry carries the limit to the other side
  have h : Tendsto (fun x : ℝ => 1 - occupation Δ (-x)) atBot (𝓝 (1 - 0)) :=
    tendsto_const_nhds.sub (htop.comp tendsto_neg_atBot_atTop)
  rw [sub_zero] at h
  refine h.congr fun x => ?_
  have hx := (occupation_bounds_and_symmetry hΔ x).2.2
  show 1 - occupation Δ (-x) = occupation Δ x
  linarith
```

`hsq`, `hden` and `hlim` establish that the upper bound tends to zero. The squeeze lemma asks for the two inequalities only eventually, that is for all sufficiently large $\xi$. The lower one holds everywhere, and the upper one is supplied on $\xi>0$ through `eventually_gt_atTop`. In the second half, `tendsto_neg_atBot_atTop` is the statement that $-\xi\to+\infty$, `h` is the limit of $1-n(-\xi)$, and `h.congr` exchanges that function for $n$ by the pointwise symmetry `hx`. Only the upper tail bound is used for the limits.

## The slope at the chemical potential

From here on $\Delta>0$. At $\xi=0$, $E(0)=\sqrt{\Delta^2}=\Delta$, and
$$n'(0) = -\frac{\Delta^2}{2\Delta^3} = -\frac{1}{2\Delta}.$$
For $\xi\neq0$, $E^2=\xi^2+\Delta^2>\Delta^2$ with $E$ and $\Delta$ both positive, so $E>\Delta$ and $E^3>\Delta^3$. Then $2\Delta^3<2E^3$, which on division by the positive number $2E^3\cdot 2\Delta$ reads
$$\frac{\Delta^2}{2E^3}<\frac{1}{2\Delta},\qquad\text{so}\qquad n'(\xi)>-\frac{1}{2\Delta}.$$
The descent is steepest at the chemical potential and at no other point.

```lean
/-- For a positive gap the occupation has derivative `-1 / (2Δ)` at `ξ = 0`, and at every
other band energy its derivative is strictly larger than `-1 / (2Δ)`. -/
theorem occupation_steepest_at_zero {Δ : ℝ} (hΔ : 0 < Δ) :
    HasDerivAt (occupation Δ) (-1 / (2 * Δ)) 0 ∧
      ∀ ξ : ℝ, ξ ≠ 0 → -1 / (2 * Δ) < deriv (occupation Δ) ξ := by
  have hne : Δ ≠ 0 := hΔ.ne'
  constructor
  · have h0 : qpEnergy Δ 0 = Δ := by
      unfold qpEnergy
      rw [show (0 : ℝ) ^ 2 + Δ ^ 2 = Δ ^ 2 by ring]
      exact Real.sqrt_sq hΔ.le
    refine (hasDerivAt_occupation hne 0).congr_deriv ?_
    rw [h0]
    field_simp
  · intro ξ hξ
    have hE : 0 < qpEnergy Δ ξ := lt_of_le_of_lt (abs_nonneg ξ) (abs_lt_qpEnergy hne ξ)
    -- away from ξ = 0 the quasiparticle energy exceeds the gap
    have hlt : Δ < qpEnergy Δ ξ := by
      have h1 := qpEnergy_sq Δ ξ
      have h3 : 0 < ξ ^ 2 := by positivity
      by_contra h
      have h5 := not_lt.mp h
      nlinarith [mul_nonneg (sub_nonneg.mpr h5) (add_nonneg hΔ.le hE.le)]
    have hcube : Δ ^ 3 < qpEnergy Δ ξ ^ 3 :=
      pow_lt_pow_left₀ hlt hΔ.le (by norm_num : (3 : ℕ) ≠ 0)
    have hcmp : Δ ^ 2 / (2 * qpEnergy Δ ξ ^ 3) < 1 / (2 * Δ) := by
      rw [div_lt_div_iff₀ (by positivity) (by positivity)]
      nlinarith [hcube]
    have hneg : -1 / (2 * Δ) = -(1 / (2 * Δ)) := by ring
    rw [(hasDerivAt_occupation hne ξ).deriv, hneg]
    linarith
```

In the first part `h0` is $E(0)=\Delta$. It rests on `Real.sqrt_sq`, which needs $\Delta\ge0$. In the second part `hlt` is $E>\Delta$, proved by the same contradiction as $|\xi|<E$, now with the product $(\Delta-E)(\Delta+E)$. `hcube` raises it to the third power, and `hcmp` is the cross-multiplied comparison. The expression `deriv (occupation Δ) ξ` is the derivative as a function of the point, and the last rewrite identifies it with $-\Delta^2/(2E^3)$ by means of `hasDerivAt_occupation`.

## The collected statement

The theorem `occupation_profile` has one real parameter and one hypothesis, `0 < Δ`. Its conclusion has five parts. The function $\xi\mapsto n(\xi)$ is strictly decreasing on all of $\mathbb R$. For every real $\xi$, $n(\xi)+n(-\xi)=1$. The function tends to 0 as $\xi\to+\infty$. It tends to 1 as $\xi\to-\infty$. It is differentiable at $\xi=0$ with derivative $-1/(2\Delta)$, a quantity with the dimension of an inverse energy. The proof takes each part from the corresponding theorem above, with `hΔ.ne'` turning $\Delta>0$ into $\Delta\neq0$ for the first four. The bounds $0<n<1$, the product formula, the tail estimate and the comparison of slopes away from zero are not repeated in it and stand as theorems of their own.

```lean
/-- For a positive gap the BCS occupation is strictly decreasing, satisfies
`n(ξ) + n(-ξ) = 1`, tends to 0 at `+∞` and to 1 at `-∞`, and has derivative `-1 / (2Δ)`
at `ξ = 0`. -/
theorem occupation_profile {Δ : ℝ} (hΔ : 0 < Δ) :
    StrictAnti (occupation Δ) ∧
      (∀ ξ : ℝ, occupation Δ ξ + occupation Δ (-ξ) = 1) ∧
      Tendsto (occupation Δ) atTop (𝓝 0) ∧
      Tendsto (occupation Δ) atBot (𝓝 1) ∧
      HasDerivAt (occupation Δ) (-1 / (2 * Δ)) 0 :=
  ⟨occupation_strictAnti hΔ.ne',
    fun ξ => (occupation_bounds_and_symmetry hΔ.ne' ξ).2.2,
    (occupation_limits hΔ.ne').1,
    (occupation_limits hΔ.ne').2,
    (occupation_steepest_at_zero hΔ).1⟩

end

end BCSCoherenceFactors
```

```lean
#print axioms BCSCoherenceFactors.occupation_profile
```

```
'BCSCoherenceFactors.occupation_profile' depends on axioms: [propext, Classical.choice, Quot.sound]
```

## The role of the hypothesis on the gap

For $\Delta=0$ the energy is $E=|\xi|$, and $n$ equals 1 for $\xi<0$ and 0 for $\xi>0$. This is the step of the unpaired Fermi sea. It is constant on each half-line, so strict decrease fails, and it jumps at $\xi=0$, so there is no derivative at that point. The formula there reads $0/0$, which Lean evaluates to 0, giving $n(0)=1/2$; no value at that single point could remove the jump.

For $\Delta<0$ the first four parts survive, as the theorems with hypothesis `Δ ≠ 0` show, but the fifth is false as written. The number $-1/(2\Delta)$ is then positive, whereas `hasDerivAt_occupation` gives a negative derivative at every point. The positive real $\Delta$ of the final theorem should be read as the modulus of the gap. A complex gap is not treated.

The assumption that $\Delta$ does not depend on $\xi$ is used in the derivative of $\xi^2+\Delta^2$, in the evenness of $E$ and in the limits. If $|\Delta(\xi)|\neq|\Delta(-\xi)|$ at some $\xi$, then $n(\xi)+n(-\xi)\neq1$ there. With an energy-dependent gap the monotonicity can fail: a gap that vanishes on an interval of positive $\xi$ and is non-zero at larger $\xi$ gives $n=0$ on the interval and $n>0$ beyond it. With a constant non-zero gap the limits 1 and 0 are approached but never reached. If the gap is instead set to zero outside a window around the chemical potential, $n$ is exactly 1 below the window and exactly 0 above it.

Three consequences can be drawn by hand, and none of them has a formal counterpart above. The ratio of the two tail bounds is $1+\Delta^2/\xi^2$, which tends to 1, so $n(\xi)$ behaves as $\Delta^2/(4\xi^2)$ at large positive $\xi$. The Fermi-Dirac function $1/(e^{\xi/k_BT}+1)$ has slope $-1/(4k_BT)$ at zero, so it matches the central slope of $n$ at $k_BT=\Delta/2$, but its tail is exponential where that of $n$ is a power law. For a finite set of $M\ge1$ doubly degenerate levels $\varepsilon_j$ and a fixed constant gap $\Delta\neq0$, the mean particle number $N(\mu)=2\sum_j n(\varepsilon_j-\mu)$ is continuous and strictly increasing in $\mu$, with limits 0 and $2M$, so each $N$ strictly between these values is reached by exactly one chemical potential.
